# In a finite linear model, a repulsive kernel never raises the polarizability but can reverse the electronic Born charge

## Vertices, kernel and signs

Let $n$ be a finite set of modes. Vectors are real, with $\langle u,v\rangle=\sum_i u_iv_i$, and $K$ is a real $n\times n$ matrix. When $1+K$ is invertible, a bare perturbation $b$ produces a screened perturbation $x$ through

$$x=b-Kx,\qquad\text{equivalently}\qquad x=(1+K)^{-1}b .$$

The response of a vertex $a$ to $b$ is $\langle a,x\rangle$, and without the induced field $Kx$ it would be $\langle a,b\rangle$. Below, "local fields" means this induced field. If $a$ is the vertex of a uniform electric field, $\langle a,(1+K)^{-1}a\rangle$ is a polarizability. If $b$ is the vertex of an atomic displacement, $\langle a,(1+K)^{-1}b\rangle$ is the electronic part of a Born charge. Prefactors and the overall sign convention are absorbed into the vertices, and the ionic charge is left out.

These vectors have a direct origin in static density functional perturbation theory for an insulator. Let $\chi_0$ be the independent-particle density response, which is negative semidefinite, and put $s=(-\chi_0)^{1/2}$. If $v$ is the interaction kernel and $V$ a local bare potential (nonlocal pseudopotentials are left out), the effective potential obeys $V_{\rm eff}=V+v\chi_0V_{\rm eff}$. Multiplication by $s$ gives the equation above, with $b=sV$, $x=sV_{\rm eff}$ and $K=svs$. For Born charges at zero macroscopic field, the macroscopic Hartree term is omitted from $v$.

In Lean, a vector is a function `n → ℝ`, `⬝ᵥ` is the inner product and `*ᵥ` applies a matrix to a vector.

```lean
import Mathlib

open Matrix

namespace BornChargeLocalFields

variable {n : Type*} [Fintype n]
```

## What repulsion means

The kernel is called repulsive if

$$\langle x,Kx\rangle\ge 0\quad\text{for every }x .$$

Physically, no induced charge pattern lowers the interaction energy. The Hartree kernel has this property. An exchange-correlation kernel is often attractive, so once it is included the condition is an assumption about the sum. Symmetry of $K$ is not required.

```lean
/-- A real interaction kernel is repulsive when its quadratic form is nowhere negative. -/
def Repulsive (K : Matrix n n ℝ) : Prop := ∀ x : n → ℝ, 0 ≤ x ⬝ᵥ K *ᵥ x
```

A positive semidefinite matrix satisfies the condition by definition, so everything below applies to it.

```lean
/-- Every real positive semidefinite kernel is repulsive. -/
theorem repulsive_of_posSemidef {K : Matrix n n ℝ} (hK : K.PosSemidef) : Repulsive K := by
  intro x
  simpa using hK.dotProduct_mulVec_nonneg x
```

The arguments also need the positivity of $\langle v,v\rangle$ for $v\ne0$. It is a sum of squares, and it vanishes only if every component does.

```lean
/-- A nonzero real vector has positive squared length. -/
lemma self_pos {v : n → ℝ} (hv : v ≠ 0) : 0 < v ⬝ᵥ v := by
  have h : 0 ≤ v ⬝ᵥ v := Finset.sum_nonneg fun i _ => mul_self_nonneg (v i)
  exact lt_of_le_of_ne h fun h0 => hv (dotProduct_self_eq_zero.mp h0.symm)
```

## The self-consistent response

The screened perturbation is written with the matrix inverse.

```lean
variable [DecidableEq n]

/-- The screened perturbation `(1 + K)⁻¹ b`, for kernels with `1 + K` invertible. -/
noncomputable def screened (K : Matrix n n ℝ) (b : n → ℝ) : n → ℝ := (1 + K)⁻¹ *ᵥ b
```

Contracting it with a second vertex gives the response. Equal vertices give the polarizability, different ones the mixed response.

```lean
/-- The response of the vertex `a` to the perturbation `b` with local fields included,
for kernels with `1 + K` invertible. -/
noncomputable def response (K : Matrix n n ℝ) (a b : n → ℝ) : ℝ := a ⬝ᵥ screened K b
```

For the inverse to describe self-consistency, $1+K$ must be invertible. Suppose $(1+K)v=0$ with $v\neq0$. Taking the inner product with $v$ gives

$$\langle v,v\rangle+\langle v,Kv\rangle=0 ,$$

which is impossible, since the first term is positive and the second nonnegative. Hence $x+Kx=b$ has exactly one solution, $x=(1+K)^{-1}b$.

```lean
/-- For a repulsive kernel, the screened perturbation is the unique solution `x` of the
self-consistency equation `x + K x = b`. -/
theorem eq_screened_iff {K : Matrix n n ℝ} (hK : Repulsive K) (x b : n → ℝ) :
    x = screened K b ↔ x + K *ᵥ x = b := by
  -- a null vector of `1 + K` would have nonpositive squared length
  have hu : IsUnit (1 + K).det := by
    rw [isUnit_iff_ne_zero]
    intro h
    obtain ⟨v, hv, h0⟩ := Matrix.exists_mulVec_eq_zero_iff.mpr h
    rw [Matrix.add_mulVec, Matrix.one_mulVec] at h0
    have h1 : v ⬝ᵥ v + v ⬝ᵥ K *ᵥ v = 0 := by
      rw [← dotProduct_add, h0, dotProduct_zero]
    linarith [hK v, self_pos hv]
  constructor
  · rintro rfl
    have h : (1 + K) *ᵥ ((1 + K)⁻¹ *ᵥ b) = b := by
      rw [Matrix.mulVec_mulVec, Matrix.mul_nonsing_inv _ hu, Matrix.one_mulVec]
    rw [Matrix.add_mulVec, Matrix.one_mulVec] at h
    exact h
  · intro h
    have h1 : (1 + K) *ᵥ x = b := by
      rw [Matrix.add_mulVec, Matrix.one_mulVec, h]
    rw [screened, ← h1, Matrix.mulVec_mulVec, Matrix.nonsing_inv_mul _ hu,
      Matrix.one_mulVec]
```

The block `hu` is the null-vector argument: a zero determinant supplies `v`, and `linarith` finds the contradiction. The two directions of the equivalence then multiply by $1+K$ and by its inverse. Read from left to right, the theorem says that the screened perturbation solves the equation; from right to left, that any solution is the screened perturbation.

## How much polarizability is lost

Let $x=(1+K)^{-1}a$, so that $a=x+Kx$. Then

$$\langle a,a\rangle-\langle a,x\rangle=\langle a,Kx\rangle=\langle x,Kx\rangle+\langle Kx,Kx\rangle .$$

The loss is the interaction form of the screened perturbation plus the squared length of the induced field.

```lean
/-- For a repulsive kernel, local fields lower the polarizability by the interaction energy
form of the screened perturbation `x` plus the squared length of the induced field `K x`. -/
theorem polarizability_loss {K : Matrix n n ℝ} (hK : Repulsive K) (a : n → ℝ) :
    a ⬝ᵥ a - response K a a =
      screened K a ⬝ᵥ K *ᵥ screened K a + (K *ᵥ screened K a) ⬝ᵥ (K *ᵥ screened K a) := by
  have h := (eq_screened_iff hK (screened K a) a).mp rfl
  unfold response
  generalize screened K a = x at h ⊢
  subst h
  simp only [dotProduct_add, add_dotProduct]
  ring
```

The device that makes this short is the pair `generalize screened K a = x at h ⊢` and `subst h`. At first `h` reads $(1+K)^{-1}a+K(1+K)^{-1}a=a$, with $a$ on both sides, so it cannot be used to eliminate $a$. The `generalize` step replaces the screened vector by a fresh variable `x`, both in `h` and in the goal, and forgets that `x` was computed from `a`. Now `h` reads $x+Kx=a$ with $a$ alone on the right, and `subst` replaces $a$ by $x+Kx$ everywhere. The inverse has disappeared, and what remains is an identity between inner products, which `ring` closes after expansion. This is the usual change of variable from the bare to the screened perturbation.

Both terms of the loss are nonnegative, which gives the upper bound. For the lower bound,

$$\langle a,x\rangle=\langle x,x\rangle+\langle Kx,x\rangle\ge0 .$$

Therefore $0\le\langle a,(1+K)^{-1}a\rangle\le\langle a,a\rangle$.

```lean
/-- For a repulsive kernel, the polarizability with local fields is nonnegative and at most
its bare value. -/
theorem polarizability_bounds {K : Matrix n n ℝ} (hK : Repulsive K) (a : n → ℝ) :
    0 ≤ response K a a ∧ response K a a ≤ a ⬝ᵥ a := by
  have sq (v : n → ℝ) : 0 ≤ v ⬝ᵥ v := Finset.sum_nonneg fun i _ => mul_self_nonneg (v i)
  constructor
  · have h := (eq_screened_iff hK (screened K a) a).mp rfl
    unfold response
    generalize screened K a = x at h ⊢
    subst h
    rw [add_dotProduct, dotProduct_comm (K *ᵥ x) x]
    linarith [hK x, sq x]
  · linarith [polarizability_loss hK a, hK (screened K a), sq (K *ᵥ screened K a)]
```

Positive definiteness of $1+K$ alone would not give the upper bound: for one mode with $K=-\tfrac12$, the response is twice its bare value.

Equality is also settled by the loss formula. If nothing is lost, $\langle Kx,Kx\rangle=0$, so $Kx=0$; then $a=x+Kx=x$ and $Ka=0$. Conversely, if $Ka=0$, then $a$ itself solves $x+Kx=a$, and the response is $\langle a,a\rangle$.

```lean
/-- For a repulsive kernel, local fields leave the polarizability unchanged exactly when the
kernel annihilates the bare vertex. -/
theorem polarizability_eq_iff {K : Matrix n n ℝ} (hK : Repulsive K) (a : n → ℝ) :
    response K a a = a ⬝ᵥ a ↔ K *ᵥ a = 0 := by
  constructor
  · intro h
    have hx := (eq_screened_iff hK (screened K a) a).mp rfl
    have hl := polarizability_loss hK a
    have h0 : K *ᵥ screened K a = 0 := by
      by_contra hne
      linarith [self_pos hne, hK (screened K a)]
    have hxa : screened K a = a := by rwa [h0, add_zero] at hx
    rwa [hxa] at h0
  · intro h
    have hx : a = screened K a := (eq_screened_iff hK a a).mpr (by rw [h, add_zero])
    rw [response, ← hx]
```

## Which displacements allow a sign reversal

The mixed response has no such bound. Fix $b$ and ask whether some $a$ has $\langle a,b\rangle>0$ but $\langle a,(1+K)^{-1}b\rangle<0$. The answer is yes exactly when $Kb$ is not a multiple of $b$.

Suppose first that $Kb=cb$ and $\langle a,b\rangle>0$. Then $b\ne0$, and $c\langle b,b\rangle=\langle b,Kb\rangle\ge0$ gives $c\ge0$. The vector $x=b/(1+c)$ solves $x+Kx=b$, so

$$\langle a,x\rangle=\frac{\langle a,b\rangle}{1+c}>0 ,$$

and no reversal occurs.

Now suppose that $Kb$ is not a multiple of $b$, and let $x=(1+K)^{-1}b$. If $x$ were zero, $b$ would be zero and $Kb=0\cdot b$, contrary to the assumption. If $b=rx$ for some $r$, then $Kx=b-x$ would give

$$Kb=rKx=rb-rx=(r-1)b ,$$

again a contradiction. So $b$ is not a multiple of $x$. Write $S=\langle x,x\rangle$, $P=\langle x,b\rangle$ and $B=\langle b,b\rangle$. The vector $w=Sb-Px$ is nonzero, and

$$0<\langle w,w\rangle=S^2B-2SP^2+P^2S=S\,(SB-P^2) .$$

Since $S>0$, the number $D=SB-P^2$ is positive, which is the strict Cauchy–Schwarz inequality. Choose

$$a=(S+P)\,b-(P+B)\,x .$$

Then

$$\langle a,b\rangle=(S+P)B-(P+B)P=D>0,$$
$$\langle a,x\rangle=(S+P)P-(P+B)S=-D<0 .$$

```lean
/-- For a repulsive kernel and a displacement vertex `b`, some field vertex `a` has a positive
bare mixed response and a negative screened one exactly when `K b` is not a multiple of `b`. -/
theorem sign_reversal_iff {K : Matrix n n ℝ} (hK : Repulsive K) (b : n → ℝ) :
    (∃ a : n → ℝ, 0 < a ⬝ᵥ b ∧ response K a b < 0) ↔ ∀ c : ℝ, K *ᵥ b ≠ c • b := by
  constructor
  · -- on an eigenvector, screening divides by the positive number `1 + c`
    rintro ⟨a, hab, hneg⟩ c hc
    have hb : b ≠ 0 := by
      rintro rfl
      simp at hab
    have hbb := self_pos hb
    have hcb := hK b
    rw [hc, dotProduct_smul, smul_eq_mul] at hcb
    have hc0 : 0 ≤ c := by
      by_contra hn
      linarith [mul_neg_of_neg_of_pos (not_le.mp hn) hbb]
    have hpos : 0 < 1 + c := by linarith
    have hx : (1 + c)⁻¹ • b = screened K b := by
      apply (eq_screened_iff hK _ b).mpr
      have h1 : (1 + c)⁻¹ + (1 + c)⁻¹ * c = 1 := by
        have h2 := inv_mul_cancel₀ hpos.ne'
        linarith
      rw [Matrix.mulVec_smul, hc, smul_smul, ← add_smul, h1, one_smul]
    rw [response, ← hx, dotProduct_smul, smul_eq_mul] at hneg
    linarith [mul_pos (inv_pos.mpr hpos) hab]
  · intro h
    have hx := (eq_screened_iff hK (screened K b) b).mp rfl
    unfold response
    generalize screened K b = x at hx ⊢
    have hx0 : x ≠ 0 := by
      rintro rfl
      have hb : b = 0 := by simpa using hx.symm
      exact h 0 (by simp [hb])
    have hs := self_pos hx0
    -- `b` is not a multiple of `x`, or it would be an eigenvector
    have hnp : ∀ r : ℝ, b ≠ r • x := by
      intro r hb
      apply h (r - 1)
      have hKx : K *ᵥ x = b - x := eq_sub_of_add_eq' hx
      calc K *ᵥ b = K *ᵥ (r • x) := congrArg (fun v => K *ᵥ v) hb
        _ = r • (b - x) := by rw [Matrix.mulVec_smul, hKx]
        _ = (r - 1) • b := by rw [smul_sub, ← hb, sub_smul, one_smul]
    have hw : (x ⬝ᵥ x) • b - (x ⬝ᵥ b) • x ≠ 0 := by
      intro h0
      apply hnp ((x ⬝ᵥ x)⁻¹ * (x ⬝ᵥ b))
      rw [mul_smul, ← sub_eq_zero.mp h0, smul_smul, inv_mul_cancel₀ hs.ne', one_smul]
    -- strict Cauchy-Schwarz
    have hD : 0 < (x ⬝ᵥ x) * (b ⬝ᵥ b) - (x ⬝ᵥ b) ^ 2 := by
      apply (mul_pos_iff_of_pos_left hs).mp
      have hp := self_pos hw
      simp only [sub_dotProduct, dotProduct_sub, smul_dotProduct, dotProduct_smul,
        smul_eq_mul, dotProduct_comm b x] at hp
      linarith
    refine ⟨(x ⬝ᵥ x + x ⬝ᵥ b) • b - (x ⬝ᵥ b + b ⬝ᵥ b) • x, ?_, ?_⟩
    · simp only [sub_dotProduct, smul_dotProduct, smul_eq_mul]
      linarith
    · simp only [sub_dotProduct, smul_dotProduct, smul_eq_mul, dotProduct_comm b x]
      linarith
```

In the first half of the proof, `hc0` is $c\ge0$ and `hx` identifies $b/(1+c)$ as the screened perturbation. In the second half, `hnp` says that $b$ is not a multiple of $x$, `hw` that $w\neq0$, and `hD` that $D>0$. The `refine` line supplies the vertex $a$, and the two closing `linarith` calls check its bare and screened responses.

The quantifier matters for the physics. The theorem finds a suitable $a$ somewhere in the whole vector space; it does not say that a uniform electric field in a given crystal produces that vertex. With a single mode, $Kb$ is always a multiple of $b$, and reversal is impossible.

## Two modes that turn $1$ into $-1/3$

Take

$$K=\begin{pmatrix}1&1\\1&1\end{pmatrix},\qquad a=(1,0),\qquad b=(1,3).$$

The kernel is repulsive because $\langle x,Kx\rangle=(x_0+x_1)^2$. The bare mixed response is $\langle a,b\rangle=1$. The vector $x=(-\tfrac13,\tfrac53)$ has component sum $\tfrac43$, so

$$x+Kx=\left(-\tfrac13+\tfrac43,\ \tfrac53+\tfrac43\right)=(1,3)=b ,$$

and the screened response is $\langle a,x\rangle=-\tfrac13$. With $b$ scaled to unit length, the two values are $1/\sqrt{10}$ and $-1/(3\sqrt{10})$.

```lean
/-- For the repulsive two-mode kernel with all entries one, local fields change the mixed
response of `(1, 0)` to `(1, 3)` from `1` to `-1/3`. -/
theorem sign_reversal_witness :
    Repulsive !![(1 : ℝ), 1; 1, 1] ∧ ![(1 : ℝ), 0] ⬝ᵥ ![1, 3] = 1 ∧
      response !![(1 : ℝ), 1; 1, 1] ![1, 0] ![1, 3] = -1 / 3 := by
  have hK : Repulsive !![(1 : ℝ), 1; 1, 1] := by
    intro x
    have e : x ⬝ᵥ !![(1 : ℝ), 1; 1, 1] *ᵥ x = (x 0 + x 1) ^ 2 := by
      simp [Matrix.mulVec, dotProduct, Fin.sum_univ_two]
      ring
    rw [e]
    positivity
  have hx : ![(-1 / 3 : ℝ), 5 / 3] = screened !![(1 : ℝ), 1; 1, 1] ![1, 3] := by
    apply (eq_screened_iff hK _ _).mpr
    ext i
    fin_cases i <;> simp <;> norm_num
  refine ⟨hK, ?_, ?_⟩
  · simp [dotProduct, Fin.sum_univ_two]
  · rw [response, ← hx]
    simp [dotProduct, Fin.sum_univ_two]

end BornChargeLocalFields
```

The proof never computes the inverse matrix. It offers $(-\tfrac13,\tfrac53)$ as a solution, and `eq_screened_iff` identifies it with the screened perturbation.

For Born charges in density functional perturbation theory, this finite, static, real model shows that a repulsive kernel's lowering of the polarizability does not determine the sign of the electronic contribution. The total Born charge also contains the ionic charge and need not change sign when the electronic part does.

## The same numbers in a self-consistent cycle

A perturbation calculation usually reaches $x$ by iteration. The current effective perturbation gives a density response, the density response gives an induced potential, and the effective perturbation is updated. In the two-mode example, the undamped update $x\mapsto b-Kx$ started from $x=b$ diverges, because the error lies along $(1,1)$ and is multiplied by $-2$ in each cycle. Mixing half of the new vector with half of the old one changes that factor to $-\tfrac12$. The mixed response $\langle a,x\rangle$ then runs through

$$1,\ -1,\ 0,\ -\tfrac12,\ -\tfrac14,\ \ldots\ \to\ -\tfrac13 .$$

The first number is the response without local fields, and the limit is the self-consistent one.

When $K$ is symmetric, the cycle can be run for the electric field instead of the displacement, since $\langle a,(1+K)^{-1}b\rangle=\langle(1+K)^{-1}a,b\rangle$. Here $(1+K)^{-1}a=(\tfrac23,-\tfrac13)$. Contracted with $a$, it gives the polarizability $\tfrac23$, down from $1$; contracted with $b$, it gives $\tfrac23-1=-\tfrac13$. In a crystal, the responses to three field directions therefore suffice for the electronic parts of the Born charges of all atoms, each component being obtained by contraction with a bare displacement vertex.

```lean
#print axioms BornChargeLocalFields.repulsive_of_posSemidef
#print axioms BornChargeLocalFields.polarizability_bounds
#print axioms BornChargeLocalFields.polarizability_eq_iff
#print axioms BornChargeLocalFields.sign_reversal_iff
```

```
'BornChargeLocalFields.repulsive_of_posSemidef' depends on axioms: [propext, Classical.choice, Quot.sound]
'BornChargeLocalFields.polarizability_bounds' depends on axioms: [propext, Classical.choice, Quot.sound]
'BornChargeLocalFields.polarizability_eq_iff' depends on axioms: [propext, Classical.choice, Quot.sound]
'BornChargeLocalFields.sign_reversal_iff' depends on axioms: [propext, Classical.choice, Quot.sound]
```
